# Exact exchange with a pair-symmetric Coulomb tensor: its gradient, and the cancellation of the Hartree energy for one orbital

Take two basis functions on one atom and a single electron in the real orbital a = (1/√2, 1/√2). Every entry of its occupancy matrix r_ij = a_i a_j is 1/2. In the Hartree energy the Coulomb integral C(1,1,2,2) multiplies r_11 r_22; in the exchange energy it multiplies r_12 r_21, with the opposite sign. Both products are 1/4, so these contributions cancel, as they should for an electron that does not repel itself. Yet when I build the Hartree and exchange potential matrices for one electron, their sum is not the zero matrix. Is my exchange potential wrong, perhaps by a factor of two, since the energy carries a 1/2 and the potential does not? And what survives of the cancellation with several electrons?

## The energies cancel, while the potentials cancel on the occupied orbital

The factor is right, and the matrices need not cancel. For a = (1, 0), the 22 entry of their sum is C(2,2,1,1) − C(2,1,1,2), which is generally nonzero. It acts only on the empty basis function.

Write C(i,j,k,l) for the repulsion between the charge cloud of functions i, j and that of k, l. With r the occupancy matrix of one spin, the exchange energy and its potential are

E(r) = −(1/2) Σ_ijkl C(i,l,k,j) r_ij r_kl

D_ij = −Σ_kl C(i,l,k,j) r_kl

Here D is a potential, not the density matrix that often carries this letter. Change r by t h, with t a real number and h any matrix:

E(r + t h) = E(r) − (t/2) [Σ C(i,l,k,j) r_ij h_kl + Σ C(i,l,k,j) r_kl h_ij] + t² E(h)

In the first cross term, rename i ↔ k and j ↔ l. It becomes Σ C(k,j,i,l) r_kl h_ij. Repulsion is unchanged when the two electrons are exchanged, which is the condition C(i,j,k,l) = C(k,l,i,j), so this equals the second cross term. The two equal terms absorb the 1/2:

E(r + t h) = E(r) + t Σ_ij D_ij h_ij + t² E(h)

The derivative at t = 0 is Σ D_ij h_ij. Choosing h with a single entry 1 gives ∂E/∂r_ij = D_ij.

For one orbital, r_ij = a_i a_j, rename j ↔ l in the exchange sum:

Σ C(i,l,k,j) a_i a_j a_k a_l = Σ C(i,j,k,l) a_i a_j a_k a_l

The Hartree energy is (1/2) Σ C(i,j,k,l) r_ij r_kl, which is half the right side, and E is minus half the left side. So the energies cancel, without any symmetry of C. With the Hartree potential V_ij = Σ_kl C(i,j,k,l) r_kl, the same renaming at fixed i gives

Σ_j (V_ij + D_ij) a_j = 0

For several singly occupied orbitals of one spin, let φ_m(i) be the coefficient of orbital m on function i, and r_ij = Σ_m φ_m(i) φ_m(j). Define

(ab|cd) = Σ_ijkl C(i,j,k,l) a_i b_j c_k d_l

and write m for φ_m inside the brackets. Inserting r gives the Hartree energy (1/2) Σ_mn (mm|nn). In the exchange energy, j ↔ l turns each orbital pair into (mn|nm), giving −(1/2) Σ_mn (mn|nm). For m = n both integrals are (mm|mm), so

E_Hartree + E = (1/2) Σ_{m≠n} [(mm|nn) − (mn|nm)]

Each orbital's self-interaction has dropped out. The sum runs over ordered pairs and is empty for one orbital.

In a PAW calculation with real orbitals, r_ij collects, for one spin, the products of projections ⟨p_i|ψ_m⟩⟨p_j|ψ_m⟩ of the occupied orbitals ψ_m on the projectors p_i of an atom. The one-centre correction to the valence exchange energy has the form E(r), where C is now a difference: the Coulomb integrals of the all-electron partial waves minus those of the smooth partial waves with their compensation charges. This C is pair-symmetric and depends only on the atom's PAW dataset, so it can be computed once. Contracted with the current r, it gives a D_ij that contributes Σ_ij |p_i⟩ D_ij ⟨p_j| to the Hamiltonian. The exchange of the smooth orbitals, with their compensation charges, and the exchange with the core are added separately. A global hybrid functional multiplies the whole exact exchange by a fixed fraction, so this part cancels only that fraction of the one-orbital Hartree energy. The rest is left to the approximate functional, which need not cancel it exactly.

In the Lean code, `ι` labels the finitely many basis functions and `κ` the orbitals. An occupancy matrix is any real function `r : ι → ι → ℝ`, with r_ij and r_ji independent; that convention fixes the meaning of the gradient. `pureDensity` and `density` are occupancy matrices, not densities in space. The potentials V and D are `hartreePotential` and `exchangePotential`, and `orbitalIntegral` is (ab|cd).

`exchangeEnergy_gradient` assumes the pair symmetry `hC` and states that E is differentiable at every r, with Fréchet derivative Σ D_ij h_ij in every direction h. The other three physical results, `hartree_add_exchange_pure`, `potentials_cancel_on_orbital` and `hartree_add_exchange_pairs`, hold for any real C. Orbitals need be neither normalised nor orthogonal, which suits projections onto one atom. An occupation f between 0 and 1 is included by scaling the orbital by √f. Complex orbitals are left out. For a real atom C is computed from its partial waves, as described above; in the Lean code it is simply a given tensor.

```lean
import Mathlib

open Finset

namespace OneCentreExactExchange

noncomputable section

variable {ι κ : Type*} [Fintype ι] [Fintype κ]

/-- The Hartree energy of an occupancy matrix `r` with Coulomb tensor `C`. -/
def hartreeEnergy (C : ι → ι → ι → ι → ℝ) (r : ι → ι → ℝ) : ℝ :=
  (1 / 2) * ∑ i, ∑ j, ∑ k, ∑ l, C i j k l * r i j * r k l

/-- The exact-exchange energy of an occupancy matrix `r` with Coulomb tensor `C`. -/
def exchangeEnergy (C : ι → ι → ι → ι → ℝ) (r : ι → ι → ℝ) : ℝ :=
  -(1 / 2) * ∑ i, ∑ j, ∑ k, ∑ l, C i l k j * r i j * r k l

/-- The Hartree potential matrix, the Coulomb tensor contracted with `r` on its second pair. -/
def hartreePotential (C : ι → ι → ι → ι → ℝ) (r : ι → ι → ℝ) (i j : ι) : ℝ :=
  ∑ k, ∑ l, C i j k l * r k l

/-- The exchange potential matrix `D i j`, minus the crossed contraction of `C` with `r`. -/
def exchangePotential (C : ι → ι → ι → ι → ℝ) (r : ι → ι → ℝ) (i j : ι) : ℝ :=
  -∑ k, ∑ l, C i l k j * r k l

/-- The occupancy matrix of a single real orbital with coefficients `a`. -/
def pureDensity (a : ι → ℝ) (i j : ι) : ℝ := a i * a j

/-- The occupancy matrix of a finite family of singly occupied real orbitals `φ m`. -/
def density (φ : κ → ι → ℝ) (i j : ι) : ℝ := ∑ m, φ m i * φ m j

/-- The Coulomb integral `(ab|cd)` of four real orbitals. -/
def orbitalIntegral (C : ι → ι → ι → ι → ℝ) (a b c d : ι → ℝ) : ℝ :=
  ∑ i, ∑ j, ∑ k, ∑ l, C i j k l * (a i * b j * c k * d l)

/-- In a triple sum the first and the last index may be exchanged. -/
theorem sum_reverse (F : ι → ι → ι → ℝ) :
    ∑ j, ∑ k, ∑ l, F j k l = ∑ j, ∑ k, ∑ l, F l k j :=
  calc ∑ j, ∑ k, ∑ l, F j k l = ∑ k, ∑ j, ∑ l, F j k l := sum_comm
    _ = ∑ k, ∑ l, ∑ j, F j k l := sum_congr rfl fun _ _ => sum_comm
    _ = ∑ l, ∑ k, ∑ j, F j k l := sum_comm

/-- In a fourfold sum the first and the second pair of indices may be exchanged. -/
theorem sum_swap_pairs (F : ι → ι → ι → ι → ℝ) :
    ∑ i, ∑ j, ∑ k, ∑ l, F i j k l = ∑ i, ∑ j, ∑ k, ∑ l, F k l i j :=
  calc ∑ i, ∑ j, ∑ k, ∑ l, F i j k l
      = ∑ i, ∑ k, ∑ j, ∑ l, F i j k l := sum_congr rfl fun _ _ => sum_comm
    _ = ∑ k, ∑ i, ∑ j, ∑ l, F i j k l := sum_comm
    _ = ∑ k, ∑ i, ∑ l, ∑ j, F i j k l :=
        sum_congr rfl fun _ _ => sum_congr rfl fun _ _ => sum_comm
    _ = ∑ k, ∑ l, ∑ i, ∑ j, F i j k l := sum_congr rfl fun _ _ => sum_comm

/-- For a pair-symmetric Coulomb tensor, the exchange energy along a line of occupancy matrices
is a quadratic polynomial whose linear coefficient is given by the exchange potential. -/
theorem exchangeEnergy_line (C : ι → ι → ι → ι → ℝ)
    (hC : ∀ i j k l, C i j k l = C k l i j) (r h : ι → ι → ℝ) (t : ℝ) :
    exchangeEnergy C (r + t • h) = exchangeEnergy C r
      + t * (∑ i, ∑ j, exchangePotential C r i j * h i j) + t ^ 2 * exchangeEnergy C h := by
  -- pair symmetry makes the two cross terms equal
  have hX : ∑ i, ∑ j, ∑ k, ∑ l, C i l k j * r i j * h k l
      = ∑ i, ∑ j, ∑ k, ∑ l, C i l k j * r k l * h i j := by
    refine (sum_swap_pairs _).trans ?_
    refine sum_congr rfl fun i _ => sum_congr rfl fun j _ =>
      sum_congr rfl fun k _ => sum_congr rfl fun l _ => ?_
    rw [hC k j i l]
  have hD : ∑ i, ∑ j, exchangePotential C r i j * h i j
      = -∑ i, ∑ j, ∑ k, ∑ l, C i l k j * r k l * h i j := by
    simp only [exchangePotential, neg_mul, sum_neg_distrib, sum_mul]
  have hQ : ∑ i, ∑ j, ∑ k, ∑ l, C i l k j * (r + t • h) i j * (r + t • h) k l
      = ∑ i, ∑ j, ∑ k, ∑ l, C i l k j * r i j * r k l
        + t * ∑ i, ∑ j, ∑ k, ∑ l, C i l k j * r i j * h k l
        + t * ∑ i, ∑ j, ∑ k, ∑ l, C i l k j * r k l * h i j
        + t ^ 2 * ∑ i, ∑ j, ∑ k, ∑ l, C i l k j * h i j * h k l := by
    simp only [mul_sum, ← sum_add_distrib]
    refine sum_congr rfl fun i _ => sum_congr rfl fun j _ =>
      sum_congr rfl fun k _ => sum_congr rfl fun l _ => ?_
    simp only [Pi.add_apply, Pi.smul_apply, smul_eq_mul]
    ring
  rw [hD]
  unfold exchangeEnergy
  rw [hQ, hX]
  ring

/-- For a pair-symmetric Coulomb tensor the exchange energy is differentiable, and its gradient
with respect to the independent entries of the occupancy matrix is the exchange potential. -/
theorem exchangeEnergy_gradient (C : ι → ι → ι → ι → ℝ)
    (hC : ∀ i j k l, C i j k l = C k l i j) (r : ι → ι → ℝ) :
    DifferentiableAt ℝ (exchangeEnergy C) r ∧
      ∀ h : ι → ι → ℝ, fderiv ℝ (exchangeEnergy C) r h
        = ∑ i, ∑ j, exchangePotential C r i j * h i j := by
  have hd : DifferentiableAt ℝ (exchangeEnergy C) r := by
    unfold exchangeEnergy
    fun_prop
  refine ⟨hd, fun h => ?_⟩
  -- compare the Fréchet derivative with the derivative along the line `r + t h`
  have h1 : HasDerivAt (fun t : ℝ => exchangeEnergy C (r + t • h))
      (fderiv ℝ (exchangeEnergy C) r h) 0 := hd.hasFDerivAt.hasLineDerivAt h
  have h2 : HasDerivAt (fun t : ℝ => exchangeEnergy C (r + t • h))
      (∑ i, ∑ j, exchangePotential C r i j * h i j) 0 := by
    simp only [exchangeEnergy_line C hC]
    have h3 := (((hasDerivAt_id' (0 : ℝ)).mul_const
      (∑ i, ∑ j, exchangePotential C r i j * h i j)).const_add (exchangeEnergy C r)).fun_add
      (((hasDerivAt_id' (0 : ℝ)).fun_pow 2).mul_const (exchangeEnergy C h))
    refine h3.congr_deriv ?_
    simp
  exact h1.unique h2

/-- For a single occupied real orbital the exchange energy cancels the Hartree energy. -/
theorem hartree_add_exchange_pure (C : ι → ι → ι → ι → ℝ) (a : ι → ℝ) :
    hartreeEnergy C (pureDensity a) + exchangeEnergy C (pureDensity a) = 0 := by
  have h : ∑ i, ∑ j, ∑ k, ∑ l, C i l k j * pureDensity a i j * pureDensity a k l
      = ∑ i, ∑ j, ∑ k, ∑ l, C i j k l * pureDensity a i j * pureDensity a k l := by
    refine sum_congr rfl fun i _ => (sum_reverse _).trans ?_
    refine sum_congr rfl fun j _ => sum_congr rfl fun k _ => sum_congr rfl fun l _ => ?_
    unfold pureDensity
    ring
  unfold hartreeEnergy exchangeEnergy
  rw [h]
  ring

/-- For a single occupied real orbital, the sum of the Hartree and exchange potentials
gives zero when it acts on that orbital. -/
theorem potentials_cancel_on_orbital (C : ι → ι → ι → ι → ℝ) (a : ι → ℝ) (i : ι) :
    ∑ j, (hartreePotential C (pureDensity a) i j
      + exchangePotential C (pureDensity a) i j) * a j = 0 := by
  have h : ∑ j, ∑ k, ∑ l, C i l k j * (a k * a l) * a j
      = ∑ j, ∑ k, ∑ l, C i j k l * (a k * a l) * a j := by
    refine (sum_reverse _).trans ?_
    refine sum_congr rfl fun j _ => sum_congr rfl fun k _ => sum_congr rfl fun l _ => ?_
    ring
  simp only [hartreePotential, exchangePotential, pureDensity, add_mul, neg_mul,
    sum_add_distrib, sum_neg_distrib, sum_mul]
  rw [h]
  ring

/-- A quadratic form in the occupancy matrix is a double sum over the occupied orbitals. -/
theorem sum_density (φ : κ → ι → ℝ) (F : ι → ι → ι → ι → ℝ) :
    ∑ i, ∑ j, ∑ k, ∑ l, F i j k l * density φ i j * density φ k l
      = ∑ m, ∑ n, ∑ i, ∑ j, ∑ k, ∑ l,
          F i j k l * (φ m i * φ m j) * (φ n k * φ n l) := by
  -- an orbital sum can be moved inside the four basis sums
  have pull : ∀ G : κ → ι → ι → ι → ι → ℝ,
      ∑ m, ∑ i, ∑ j, ∑ k, ∑ l, G m i j k l = ∑ i, ∑ j, ∑ k, ∑ l, ∑ m, G m i j k l := by
    intro G
    refine sum_comm.trans (sum_congr rfl fun i _ => ?_)
    refine sum_comm.trans (sum_congr rfl fun j _ => ?_)
    refine sum_comm.trans (sum_congr rfl fun k _ => ?_)
    exact sum_comm
  symm
  refine (sum_congr rfl fun m _ => pull _).trans ((pull _).trans ?_)
  refine sum_congr rfl fun i _ => sum_congr rfl fun j _ =>
    sum_congr rfl fun k _ => sum_congr rfl fun l _ => ?_
  unfold density
  rw [mul_assoc, sum_mul_sum, mul_sum]
  refine sum_congr rfl fun m _ => ?_
  rw [mul_sum]
  refine sum_congr rfl fun n _ => ?_
  ring

/-- For singly occupied real orbitals of one spin, Hartree plus exchange energy is half the sum
of `(mm|nn) - (mn|nm)` over ordered pairs of different orbitals. -/
theorem hartree_add_exchange_pairs [DecidableEq κ] (C : ι → ι → ι → ι → ℝ)
    (φ : κ → ι → ℝ) :
    hartreeEnergy C (density φ) + exchangeEnergy C (density φ)
      = (1 / 2) * ∑ m, ∑ n ∈ univ.erase m,
          (orbitalIntegral C (φ m) (φ m) (φ n) (φ n)
            - orbitalIntegral C (φ m) (φ n) (φ n) (φ m)) := by
  have hH : hartreeEnergy C (density φ)
      = (1 / 2) * ∑ m, ∑ n, orbitalIntegral C (φ m) (φ m) (φ n) (φ n) := by
    unfold hartreeEnergy orbitalIntegral
    congr 1
    refine (sum_density φ _).trans ?_
    refine sum_congr rfl fun m _ => sum_congr rfl fun n _ => sum_congr rfl fun i _ =>
      sum_congr rfl fun j _ => sum_congr rfl fun k _ => sum_congr rfl fun l _ => ?_
    ring
  have hE : exchangeEnergy C (density φ)
      = -(1 / 2) * ∑ m, ∑ n, orbitalIntegral C (φ m) (φ n) (φ n) (φ m) := by
    unfold exchangeEnergy orbitalIntegral
    congr 1
    refine (sum_density φ (fun i j k l => C i l k j)).trans ?_
    refine sum_congr rfl fun m _ => sum_congr rfl fun n _ => sum_congr rfl fun i _ =>
      (sum_reverse _).trans ?_
    refine sum_congr rfl fun j _ => sum_congr rfl fun k _ => sum_congr rfl fun l _ => ?_
    ring
  -- the self-interaction term of each orbital is zero, so the diagonal can be restored
  have hdiag : ∀ m, ∑ n ∈ univ.erase m,
      (orbitalIntegral C (φ m) (φ m) (φ n) (φ n)
        - orbitalIntegral C (φ m) (φ n) (φ n) (φ m))
      = ∑ n, (orbitalIntegral C (φ m) (φ m) (φ n) (φ n)
        - orbitalIntegral C (φ m) (φ n) (φ n) (φ m)) :=
    fun m => sum_erase univ (by simp)
  rw [hH, hE, sum_congr rfl fun m _ => hdiag m]
  simp only [sum_sub_distrib]
  ring

end

end OneCentreExactExchange
```

```lean
#print axioms OneCentreExactExchange.exchangeEnergy_gradient
#print axioms OneCentreExactExchange.hartree_add_exchange_pure
#print axioms OneCentreExactExchange.potentials_cancel_on_orbital
#print axioms OneCentreExactExchange.hartree_add_exchange_pairs
```

```
'OneCentreExactExchange.exchangeEnergy_gradient' depends on axioms: [propext, Classical.choice, Quot.sound]
'OneCentreExactExchange.hartree_add_exchange_pure' depends on axioms: [propext, Classical.choice, Quot.sound]
'OneCentreExactExchange.potentials_cancel_on_orbital' depends on axioms: [propext, Classical.choice, Quot.sound]
'OneCentreExactExchange.hartree_add_exchange_pairs' depends on axioms: [propext, Classical.choice, Quot.sound]
```

The two renamings are separate lemmas. `sum_reverse` exchanges the outer indices of a triple sum, which is j ↔ l at fixed i, and `sum_swap_pairs` exchanges (i,j) with (k,l).

In `exchangeEnergy_line`, `hQ` expands the quadratic form, `hX` identifies the cross terms through `sum_swap_pairs` and `hC`, and `hD` writes the linear coefficient as a fourfold sum. In `exchangeEnergy_gradient`, `fun_prop` supplies differentiability. The function t ↦ E(r + t h) then has two derivatives at 0: `h1` from the Fréchet derivative and `h2` from the explicit polynomial. Uniqueness of the derivative makes them equal.

Both one-orbital proofs apply `sum_reverse` and let `ring` reorder the products of coefficients. For several orbitals, `sum_density` moves the orbital sums outside the basis sums. `hH` and `hE` then give the two energies as double sums over orbitals, and `hdiag` shows that leaving out n = m changes nothing, because that term is zero.
